# Hund coupling suppresses the orbital charge correlation of the two-electron, two-orbital Kanamori atom with $U'=U-2J$

Put two electrons into two degenerate orbitals, with occupations $n_1$ and $n_2$. There are six configurations: two have both electrons in one orbital, four have one electron in each. The product $(n_1-1)(n_2-1)$ is $-1$ in the first two and $0$ in the other four. Without Hund coupling, and with equal repulsion within and between orbitals, all six have the same energy, so the thermal average is $-2/6=-1/3$.

Now let a Hund coupling $J>0$ act, and let the repulsion between opposite spins in different orbitals be $U'=U-2J$, where $U$ is the repulsion within an orbital. The lowest level is then a spin triplet made only of singly occupied orbitals. The doubly occupied configurations lose weight, and the average shrinks towards zero. At inverse temperature $\beta$, with $x=e^{-\beta J}$,
$$\langle(n_1-1)(n_2-1)\rangle=-\frac{x^2+x^4}{3+2x^2+x^4}.$$

In Lean 4 with Mathlib:

```lean
import Mathlib

open Matrix Filter Topology

namespace KanamoriChargeCorrelation

noncomputable section
```

## The atom and its thermal average

Let $U$ be the repulsion within an orbital and $U'$ that between orbitals for opposite spins. Parallel spins cost $U'-J$. Pair hopping has matrix element $J$, and spin flip has $-J$, which fixes the relative sign of the two antiparallel configurations. In `kanamori` the basis is numbered from 0 to 5, and $U'$ is still free.

```lean
/-- The two-electron Kanamori Hamiltonian of two orbitals, in the configuration basis
(↑↓,0), (0,↑↓), (↑,↓), (↓,↑), (↑,↑), (↓,↓), with pair hopping `J` and spin-flip element `-J`. -/
def kanamori (U U' J : ℝ) : Matrix (Fin 6) (Fin 6) ℝ :=
  !![U, J, 0, 0, 0, 0;
     J, U, 0, 0, 0, 0;
     0, 0, U', -J, 0, 0;
     0, 0, -J, U', 0, 0;
     0, 0, 0, 0, U' - J, 0;
     0, 0, 0, 0, 0, U' - J]
```

The matrix describes an isolated atom with exactly two electrons: there is no bath, no hopping to neighbours and no level splitting. A common orbital energy would only shift all six energies equally and cancel in averages.

The occupations are diagonal in this basis.

```lean
/-- The electron number of orbital 1 in the configuration basis. -/
def charge1 : Matrix (Fin 6) (Fin 6) ℝ := diagonal ![2, 0, 1, 1, 1, 1]

/-- The electron number of orbital 2 in the configuration basis. -/
def charge2 : Matrix (Fin 6) (Fin 6) ℝ := diagonal ![0, 2, 1, 1, 1, 1]
```

The Gibbs average is $\langle A\rangle=\mathrm{Tr}(e^{-\beta H}A)/\mathrm{Tr}\,e^{-\beta H}$, with the full matrix exponential. For this Hamiltonian the denominator is a sum of positive Boltzmann factors. The theorems allow any real $\beta$ and $J$; the physical case is $\beta>0$, $J\ge 0$.

```lean
/-- The Gibbs average of the observable `A` for the Hamiltonian `H` at inverse temperature `β`. If
the partition function in the denominator is zero, Lean's division gives the value 0. -/
def gibbs (β : ℝ) (H A : Matrix (Fin 6) (Fin 6) ℝ) : ℝ :=
  trace (NormedSpace.exp ((-β) • H) * A) / trace (NormedSpace.exp ((-β) • H))
```

## Multiplets and the Boltzmann operator

Each $2\times2$ block is diagonalised by the sum and difference of its configurations, with normalised amplitudes $(1,\pm1)/\sqrt2$. The code omits the factor $1/\sqrt2$ from the columns of $M$ (`multiplets`),

```lean
/-- The matrix whose columns are the (unnormalised) multiplet states. -/
def multiplets : Matrix (Fin 6) (Fin 6) ℝ :=
  !![1, 1, 0, 0, 0, 0;
     1, -1, 0, 0, 0, 0;
     0, 0, 1, 1, 0, 0;
     0, 0, 1, -1, 0, 0;
     0, 0, 0, 0, 1, 0;
     0, 0, 0, 0, 0, 1]
```

so the inverse carries entries $\pm1/2$.

```lean
/-- The matrix that expands configurations in the multiplet states. -/
def multipletsInv : Matrix (Fin 6) (Fin 6) ℝ :=
  !![1/2, 1/2, 0, 0, 0, 0;
     1/2, -1/2, 0, 0, 0, 0;
     0, 0, 1/2, 1/2, 0, 0;
     0, 0, 1/2, -1/2, 0, 0;
     0, 0, 0, 0, 1, 0;
     0, 0, 0, 0, 0, 1]
```

In column order, the energies $E_0,\dots,E_5$ are $U+J$, $U-J$, $U'-J$, $U'+J$, $U'-J$, $U'-J$. The level $U'-J$ that occurs three times is the triplet.

```lean
/-- The multiplet energies, in the order of the columns of `multiplets`. -/
def energy (U U' J : ℝ) : Fin 6 → ℝ := ![U + J, U - J, U' - J, U' + J, U' - J, U' - J]
```

Multiplying out the entries gives $MM^{-1}=1$.

```lean
/-- The two changes of basis are inverse to each other. -/
theorem multiplets_mul_inv : multiplets * multipletsInv = 1 := by
  ext i j
  rw [Matrix.mul_apply, Fin.sum_univ_six]
  fin_cases i <;> fin_cases j <;>
    simp [multiplets, multipletsInv] <;> norm_num
```

The same entrywise check gives $HM=MD$ with $D=\mathrm{diag}(E_0,\dots,E_5)$.

```lean
/-- Each multiplet state is an eigenstate of the Kanamori Hamiltonian with its listed energy. -/
theorem kanamori_eigen (U U' J : ℝ) :
    kanamori U U' J * multiplets = multiplets * diagonal (energy U U' J) := by
  ext i j
  rw [Matrix.mul_diagonal, Matrix.mul_apply, Fin.sum_univ_six]
  fin_cases i <;> fin_cases j <;> simp [kanamori, multiplets, energy] <;> ring
```

Hence $-\beta H=M(-\beta D)M^{-1}$. Every power in the exponential series is conjugated in the same way, so
$$e^{-\beta H}=M\,\mathrm{diag}(e^{-\beta E_k})\,M^{-1}.$$
`Matrix.exp_units_conj` supplies the conjugation step, and `Matrix.exp_diagonal` reduces the rest to scalar exponentials.

```lean
/-- The Boltzmann operator is diagonal in the multiplet states, with the Boltzmann factors of
the multiplet energies. -/
theorem exp_kanamori (β U U' J : ℝ) :
    NormedSpace.exp ((-β) • kanamori U U' J) =
      multiplets * diagonal (fun i => Real.exp (-β * energy U U' J i)) * multipletsInv := by
  let S : (Matrix (Fin 6) (Fin 6) ℝ)ˣ :=
    ⟨multiplets, multipletsInv, multiplets_mul_inv, mul_eq_one_comm.mp multiplets_mul_inv⟩
  have hd : diagonal (fun i => -β * energy U U' J i) = (-β) • diagonal (energy U U' J) := by
    ext i j
    by_cases hij : i = j <;> simp [hij]
  have h : (-β) • kanamori U U' J =
      multiplets * diagonal (fun i => -β * energy U U' J i) * multipletsInv := by
    rw [hd, Matrix.mul_smul, Matrix.smul_mul, ← kanamori_eigen, Matrix.mul_assoc,
      multiplets_mul_inv, Matrix.mul_one]
  have hexp : NormedSpace.exp (diagonal (fun i => -β * energy U U' J i)) =
      diagonal (fun i => Real.exp (-β * energy U U' J i)) := by
    rw [Matrix.exp_diagonal, Pi.exp_def]
    simp only [Real.exp_eq_exp_ℝ]
  -- the exponential commutes with the change of basis
  have key := Matrix.exp_units_conj S (diagonal (fun i => -β * energy U U' J i))
  rw [hexp] at key
  rw [h]
  exact key
```

## Traces of configuration observables

For an observable with diagonal values $o_0,\dots,o_5$, only the diagonal entries $\sum_k M_{ik}e^{-\beta E_k}(M^{-1})_{ki}$ matter. For $i=0,1$ each is half the sum of the factors for $U\pm J$; for $i=2,3$, half the sum for $U'\pm J$; for $i=4,5$, simply $e^{-\beta(U'-J)}$. Weighting these by $o_i$ and adding gives the trace.

```lean
/-- The Boltzmann trace of any observable `o` that is diagonal in the configurations. -/
theorem boltzmann_trace (β U U' J : ℝ) (o : Fin 6 → ℝ) :
    trace (NormedSpace.exp ((-β) • kanamori U U' J) * diagonal o) =
      (o 0 + o 1) / 2 * (Real.exp (-β * (U + J)) + Real.exp (-β * (U - J))) +
      (o 2 + o 3) / 2 * (Real.exp (-β * (U' + J)) + Real.exp (-β * (U' - J))) +
      (o 4 + o 5) * Real.exp (-β * (U' - J)) := by
  have entry : ∀ (d : Fin 6 → ℝ) (i : Fin 6),
      (multiplets * diagonal d * multipletsInv) i i =
        ∑ k, multiplets i k * d k * multipletsInv k i := fun d i => by
    rw [Matrix.mul_apply]
    simp only [Matrix.mul_diagonal]
  rw [exp_kanamori]
  simp only [Matrix.trace, Matrix.diag_apply, Matrix.mul_diagonal, entry, Fin.sum_univ_six]
  simp [multiplets, multipletsInv, energy]
  ring
```

Setting every $o_i=1$ gives the partition function
$$Z=e^{-\beta(U+J)}+e^{-\beta(U-J)}+e^{-\beta(U'+J)}+3e^{-\beta(U'-J)}.$$

```lean
/-- The two-electron partition function is the sum of the six multiplet Boltzmann factors. -/
theorem partition_function (β U U' J : ℝ) :
    trace (NormedSpace.exp ((-β) • kanamori U U' J)) =
      Real.exp (-β * (U + J)) + Real.exp (-β * (U - J)) +
      Real.exp (-β * (U' + J)) + 3 * Real.exp (-β * (U' - J)) := by
  have h := boltzmann_trace β U U' J (fun _ => 1)
  rw [Matrix.diagonal_one, Matrix.mul_one] at h
  rw [h]
  ring
```

For $n_1$ the values are $2,0,1,1,1,1$. Since $(2+0)/2=1$, the numerator is again $Z$, and $\langle n_1\rangle=1$. The same holds for $n_2$, so the average of $(n_1-1)(n_2-1)$ is a covariance.

```lean
/-- Each orbital holds one electron on average. -/
theorem mean_charge (β U U' J : ℝ) :
    gibbs β (kanamori U U' J) charge1 = 1 ∧ gibbs β (kanamori U U' J) charge2 = 1 := by
  constructor
  · rw [gibbs, charge1, boltzmann_trace, partition_function, div_eq_one_iff_eq (by positivity)]
    show ((2 : ℝ) + 0) / 2 * _ + (1 + 1) / 2 * _ + (1 + 1) * _ = _
    ring
  · rw [gibbs, charge2, boltzmann_trace, partition_function, div_eq_one_iff_eq (by positivity)]
    show ((0 : ℝ) + 2) / 2 * _ + (1 + 1) / 2 * _ + (1 + 1) * _ = _
    ring
```

## Frozen fluctuations, not independent orbitals

Because $n_1+n_2=2$, we have $n_2-1=-(n_1-1)$, and therefore
$$(n_1-1)^2=-(n_1-1)(n_2-1).$$
The two charges remain perfectly anticorrelated whenever they fluctuate. A vanishing covariance means that the fluctuations themselves disappear.

```lean
/-- With two electrons in total, the squared charge deviation of orbital 1 is minus the product
of the charge deviations of the two orbitals. -/
theorem charge_fluctuation :
    (charge1 - 1) * (charge1 - 1) = -((charge1 - 1) * (charge2 - 1)) := by
  have h : charge2 - 1 = -(charge1 - 1) := by
    ext i j
    rcases eq_or_ne i j with rfl | hij
    · fin_cases i <;> norm_num [charge1, charge2]
    · simp [charge1, charge2, hij]
  rw [h, mul_neg, neg_neg]
```

The product has diagonal values $-1,-1,0,0,0,0$. The trace formula then gives, for arbitrary $U'$,
$$\langle(n_1-1)(n_2-1)\rangle=-\frac{e^{-\beta(U+J)}+e^{-\beta(U-J)}}{Z}.$$

```lean
/-- The orbital charge correlation for arbitrary `U`, `U'` and `J`. -/
theorem charge_correlation_general (β U U' J : ℝ) :
    gibbs β (kanamori U U' J) ((charge1 - 1) * (charge2 - 1)) =
      -(Real.exp (-β * (U + J)) + Real.exp (-β * (U - J))) /
      (Real.exp (-β * (U + J)) + Real.exp (-β * (U - J)) +
        Real.exp (-β * (U' + J)) + 3 * Real.exp (-β * (U' - J))) := by
  -- only the doubly occupied configurations contribute, each with -1
  have hO : (charge1 - 1) * (charge2 - 1) = diagonal ![-1, -1, 0, 0, 0, 0] := by
    have h1 : charge1 - 1 = diagonal ![1, -1, 0, 0, 0, 0] := by
      ext i j
      rcases eq_or_ne i j with rfl | hij
      · fin_cases i <;> norm_num [charge1]
      · simp [charge1, hij]
    have h2 : charge2 - 1 = diagonal ![-1, 1, 0, 0, 0, 0] := by
      ext i j
      rcases eq_or_ne i j with rfl | hij
      · fin_cases i <;> norm_num [charge2]
      · simp [charge2, hij]
    rw [h1, h2, Matrix.diagonal_mul_diagonal]
    refine congrArg Matrix.diagonal (funext fun i => ?_)
    fin_cases i <;> norm_num
  rw [gibbs, hO, boltzmann_trace, partition_function]
  congr 1
  show ((-1 : ℝ) + -1) / 2 * _ + (0 + 0) / 2 * _ + (0 + 0) * _ = _
  ring
```

## The rotationally invariant interaction

The condition $U'=U-2J$ expresses invariance of the interaction under rotations of the two orbitals into each other. It is assumed here. The energies become $U-3J$ (three times), $U-J$ (twice) and $U+J$ (once). Dividing numerator and denominator by $e^{-\beta(U-3J)}$ leaves weights $1$, $x^2$ and $x^4$, and $U$ drops out. In the code, `h1` and `h2` extract this common factor, and cross-multiplication finishes the proof.

```lean
/-- For `U' = U - 2J` the orbital charge correlation depends only on `x = exp(-βJ)`. -/
theorem charge_correlation (β U J : ℝ) :
    gibbs β (kanamori U (U - 2 * J) J) ((charge1 - 1) * (charge2 - 1)) =
      -(Real.exp (-(β * J)) ^ 2 + Real.exp (-(β * J)) ^ 4) /
      (3 + 2 * Real.exp (-(β * J)) ^ 2 + Real.exp (-(β * J)) ^ 4) := by
  -- measure all energies from the lowest multiplet for J > 0, at U - 3J
  have h1 : Real.exp (-β * (U + J)) =
      Real.exp (-β * (U - 3 * J)) * Real.exp (-(β * J)) ^ 4 := by
    rw [← Real.exp_nat_mul, ← Real.exp_add]
    congr 1
    push_cast
    ring
  have h2 : Real.exp (-β * (U - J)) =
      Real.exp (-β * (U - 3 * J)) * Real.exp (-(β * J)) ^ 2 := by
    rw [← Real.exp_nat_mul, ← Real.exp_add]
    congr 1
    push_cast
    ring
  have h3 : U - 2 * J + J = U - J := by ring
  have h4 : U - 2 * J - J = U - 3 * J := by ring
  rw [charge_correlation_general, h3, h4, h1, h2,
    div_eq_div_iff (by positivity) (by positivity)]
  ring
```

For example, take $\beta J=\tfrac12\ln2\approx0.347$, so that $x^2=1/2$ and $x^4=1/4$. The correlation is $-(3/4)/(17/4)=-3/17\approx-0.18$, about half its size at $J=0$.

At $J=0$, $x=1$ and the formula returns $-2/6=-1/3$.

```lean
/-- Without Hund coupling and with `U' = U`, the orbital charge correlation is `-1/3` at every
temperature. -/
theorem charge_correlation_zero (β U : ℝ) :
    gibbs β (kanamori U (U - 2 * 0) 0) ((charge1 - 1) * (charge2 - 1)) = -1 / 3 := by
  rw [charge_correlation]
  norm_num
```

For monotonicity, compare $x=e^{-\beta J}$ with $y=e^{-\beta'J'}$, where $\beta J<\beta'J'$ and hence $y<x$. Put $s=x^2$ and $t=y^2$. Cross-multiplying the two fractions leaves
$$(s+s^2)(3+2t+t^2)-(t+t^2)(3+2s+s^2)=(s-t)\bigl(3+3(s+t)+st\bigr)>0,$$
so the correlation at $\beta'J'$ is strictly larger, that is, closer to zero. The two atoms may have different repulsions $U$ and $V$. `hprod` is the positive product on the right.

```lean
/-- For `U' = U - 2J` the orbital charge correlation increases strictly with `βJ`. -/
theorem charge_correlation_strictMono {β J β' J' : ℝ} (U V : ℝ) (h : β * J < β' * J') :
    gibbs β (kanamori U (U - 2 * J) J) ((charge1 - 1) * (charge2 - 1)) <
      gibbs β' (kanamori V (V - 2 * J') J') ((charge1 - 1) * (charge2 - 1)) := by
  rw [charge_correlation, charge_correlation]
  have hxy : Real.exp (-(β' * J')) < Real.exp (-(β * J)) :=
    Real.exp_lt_exp.mpr (neg_lt_neg h)
  have hy := Real.exp_pos (-(β' * J'))
  have hx := Real.exp_pos (-(β * J))
  generalize Real.exp (-(β' * J')) = y at *
  generalize Real.exp (-(β * J)) = x at *
  have hsq : y ^ 2 < x ^ 2 := pow_lt_pow_left₀ hxy hy.le two_ne_zero
  have hpos : 0 < 3 + 3 * (x ^ 2 + y ^ 2) + x ^ 2 * y ^ 2 := by positivity
  -- the difference of the cross products factorises
  have hprod := mul_pos (sub_pos.mpr hsq) hpos
  rw [div_lt_div_iff₀ (by positivity) (by positivity)]
  nlinarith [hprod]
```

Finally, $\beta J\to\infty$ sends $x\to0$. The rational function is continuous there, with value $0/3=0$. The filter `l` covers any route to the limit, such as cooling at fixed $J>0$ or increasing $J$ at fixed $\beta>0$, while $U$ varies freely.

```lean
/-- For `U' = U - 2J` the orbital charge correlation vanishes in every limit in which `βJ`
tends to infinity, however `U` varies. -/
theorem charge_correlation_tendsto {ι : Type*} {l : Filter ι} (β U J : ι → ℝ)
    (h : Tendsto (fun i => β i * J i) l atTop) :
    Tendsto (fun i => gibbs (β i) (kanamori (U i) (U i - 2 * J i) (J i))
      ((charge1 - 1) * (charge2 - 1))) l (𝓝 0) := by
  simp only [charge_correlation]
  have hx : Tendsto (fun i => Real.exp (-(β i * J i))) l (𝓝 0) :=
    Real.tendsto_exp_neg_atTop_nhds_zero.comp h
  have hc : ContinuousAt (fun x : ℝ => -(x ^ 2 + x ^ 4) / (3 + 2 * x ^ 2 + x ^ 4)) 0 :=
    ContinuousAt.div (by fun_prop) (by fun_prop) (by norm_num)
  have h0 : Tendsto (fun x : ℝ => -(x ^ 2 + x ^ 4) / (3 + 2 * x ^ 2 + x ^ 4))
      (𝓝 0) (𝓝 0) := by
    simpa using hc.tendsto
  exact h0.comp hx

end

end KanamoriChargeCorrelation
```

## The spin moment and a solver check

The same trace argument gives the spin moment. The observable $S_z^2$ has diagonal values $0,0,0,0,1,1$, so for $U'=U-2J$ a short calculation yields
$$\langle S_z^2\rangle=\frac{2}{3+2x^2+x^4},$$
which rises from $1/3$ at $J=0$ to the spin-1 value $2/3$ as $\beta J\to\infty$. The moment grows as the orbital charges freeze.

For a DMFT impurity solver, the correlation formula provides a test value in the limit of zero hybridisation, with degenerate levels, $U'=U-2J$ and averages restricted to the two-electron sector. The solver must include spin flip and pair hopping, and the test should be run at $J>0$. Without these two terms, the remaining density-density interaction gives $-x^3/(1+x+x^3)$, which agrees with the formula only at $x=1$.

```lean
#print axioms KanamoriChargeCorrelation.charge_fluctuation
#print axioms KanamoriChargeCorrelation.charge_correlation_zero
#print axioms KanamoriChargeCorrelation.charge_correlation_strictMono
#print axioms KanamoriChargeCorrelation.charge_correlation_tendsto
```

```
'KanamoriChargeCorrelation.charge_fluctuation' depends on axioms: [propext, Classical.choice, Quot.sound]
'KanamoriChargeCorrelation.charge_correlation_zero' depends on axioms: [propext, Classical.choice, Quot.sound]
'KanamoriChargeCorrelation.charge_correlation_strictMono' depends on axioms: [propext, Classical.choice, Quot.sound]
'KanamoriChargeCorrelation.charge_correlation_tendsto' depends on axioms: [propext, Classical.choice, Quot.sound]
```
